# A bidiagonal matrix with unit superdiagonal scales each component and adds the next, if there is one

The theorem `upper_sum` concerns a real square matrix of size n + 1, with entries q₀, …, qₙ on the diagonal, ones just above it and zeros elsewhere. Applied to a real vector with components f₀, …, fₙ, it gives qᵢfᵢ + fᵢ₊₁ in every row but the last, and qₙfₙ in the last; in physical terms, it acts on amplitudes along a finite open chain, coupling each site only to itself and the next. The values of q and f are arbitrary, and no normalisation is assumed. The attempt rewrites the sum over `Fin (n + 1)` as one over a range of natural numbers, then asks `simp` to distribute the product and collapse the sums.

The first attempt, which Lean rejects:

```lean
import Mathlib

open Finset

namespace UpperSum

noncomputable section

/-- The upper bidiagonal factor: diagonal `q` and unit superdiagonal. -/
def upper (n : ℕ) (q : ℕ → ℝ) : Matrix (Fin (n + 1)) (Fin (n + 1)) ℝ :=
  Matrix.of fun i j =>
    (if (i : ℕ) = j then q i else 0) + (if (i : ℕ) + 1 = j then 1 else 0)

/-- The upper factor multiplies each component by `q` and adds the next component,
if there is one. -/
theorem upper_sum (n : ℕ) (q f : ℕ → ℝ) (i : Fin (n + 1)) :
    ∑ k : Fin (n + 1), upper n q i k * f k
      = q i * f i + (if (i : ℕ) < n then f (i + 1) else 0) := by
  refine (Fin.sum_univ_eq_sum_range (fun k => ((if (i : ℕ) = k then q i else 0)
    + (if (i : ℕ) + 1 = k then (1 : ℝ) else 0)) * f k) (n + 1)).trans ?_
  have hi := i.isLt
  simp [add_mul, ite_mul, sum_add_distrib]

end

end UpperSum
```

Compiling this gives:

```
Main.lean:18:62: error: unsolved goals
n : ℕ
q f : ℕ → ℝ
i : Fin (n + 1)
hi : ↑i < n + 1
⊢ n < ↑i → q ↑i = 0 ∨ f ↑i = 0
```

Cause. The error says that the proof ended with a goal still open: if `n < ↑i`, then `q ↑i` or `f ↑i` is zero. This is what remains of the diagonal term. Over the range, that term's sum collapses to `q ↑i * f ↑i` only if `↑i` lies in the range, and to zero otherwise. To match the right-hand side, the product must therefore vanish whenever the index is out of range, and `simp` turns this into the goal shown.

No such index exists, and `hi : ↑i < n + 1` says so. But `simp` does not use hypotheses from the context as simplification facts unless told to, and here it was not given `hi`.

The repair leaves the `simp` call alone and finishes the goal by contradiction. `intro hlt` assumes `n < ↑i`, `omega` proves the negation from `hi`, and `absurd` derives the required conclusion from the two. The added comment only explains the step.

The change, after which it compiles:

```diff
@@ -21,4 +21,7 @@
   have hi := i.isLt
   simp [add_mul, ite_mul, sum_add_distrib]
+  -- a row index beyond `n` does not occur
+  intro hlt
+  exact absurd hlt (by omega)
 
 end
```
